# Loop Counting Gives the Overlaps of Bipartite Valence-Bond States with One Unpaired Spin

When the Hamiltonian of a radical is diagonalised in a basis of valence-bond structures, the eigenvalue problem Hx = ESx needs the overlap matrix S, because the structures are not orthogonal. Take one electron in each of a set of orthonormal site orbitals. If every singlet joins a site of sublattice A to a site of sublattice B, and the unpaired spin sits on A, each entry of S can then be read from a drawing: superpose the two bond patterns and count the closed loops.

Let A have n+1 sites and B have n. A matching f assigns to each B site b its own partner f(b) in A, which leaves one A site, u(f), without a partner. The corresponding state is

|f⟩ = α(u(f)) ∏_b [α(f(b)) β(b) − β(f(b)) α(b)] / √2,

where the A spin comes first in every singlet. For two matchings f and g,

⟨f|g⟩ = 2^(c−n),

where c is the number of closed loops in the superposed patterns. A bond present in both patterns counts as a loop, and the open path does not count.

## From antiparallel spins to a count of loops

Each B site has one f bond and one g bond, and each A site has at most one of each. The connected pieces are therefore closed loops, doubled bonds and open paths.

There is exactly one open path, possibly a single site. To see this, suppose that the piece containing u(f) does not contain u(g), and let it have p sites in A and q in B. Every A site in it then has a g partner in the same piece, and different A sites have different partners, so p ≤ q. The matching f sends its q B sites to different A sites of the piece, none of them u(f), so q ≤ p − 1. These inequalities contradict each other. Both unmatched sites thus lie in one piece, and every other piece is closed.

Now expand the overlap over spin configurations s:

⟨f|g⟩ = Σ_s ⟨s|f⟩ ⟨s|g⟩,

where ⟨s|f⟩ and ⟨s|g⟩ are the real amplitudes of the two states. A term vanishes unless the spins are antiparallel on every bond of both patterns and α on u(f) and u(g). In a surviving term, f(b) and g(b) both carry the spin opposite to that of b. The two singlet factors belonging to b are then equal, both 1/√2 or both −1/√2, and their product is 1/2. The whole term is 2^(−n), with no sign left over.

It remains to count the surviving configurations. Reverse every B spin. Antiparallel bonds become parallel, so the spin is constant on each piece. On the open path it must be α, and on each closed loop it is free. There are 2^c such configurations, and

⟨f|g⟩ = 2^c · 2^(−n) = 2^(c−n).

For g = f there are n doubled bonds and one isolated site, so c = n and ⟨f|f⟩ = 1. For the two structures of an allyl-like chain A–B–A, n = 1 and the superposition is a single open path, so c = 0 and the overlap is 1/2.

## Sites, states and loops in Lean

```lean
import Mathlib

namespace RadicalValenceBond

noncomputable section

open scoped Classical
```

A site is an element of a disjoint sum: `.inl a` is an A site and `.inr b` is a B site.

```lean
/-- The sites: `n + 1` sites of sublattice A and `n` sites of sublattice B. -/
abbrev Site (n : ℕ) := Fin (n + 1) ⊕ Fin n
```

Spins are Booleans, with `true` for α. The function `singlet` gives the amplitude of a normalised singlet, and its first argument is the A spin. This orientation fixes the sign convention: reversing one singlet in one state would change the sign of its overlaps with the other states.

```lean
/-- Amplitude of the normalised singlet (αβ - βα)/√2, with the A spin first;
`true` is α and `false` is β. -/
def singlet (x y : Bool) : ℝ :=
  if x = y then 0 else if x = true then 1 / √2 else -(1 / √2)
```

The type `Fin n ↪ Fin (n + 1)` consists of the injections, which are the matchings. The object `state f` is a function from configurations to real amplitudes. Its last factor enforces α on the unmatched site.

```lean
variable {n : ℕ} (f g : Fin n ↪ Fin (n + 1))

/-- The valence-bond state of the matching `f`: a singlet on each bond from `f b` to `b`,
and spin α on the unmatched A site. -/
def state (s : Site n → Bool) : ℝ :=
  (∏ b, singlet (s (.inl (f b))) (s (.inr b))) *
    (if ∀ a, a ∉ Set.range f → s (.inl a) = true then 1 else 0)
```

Since the amplitudes are real, the inner product needs no complex conjugation.

```lean
/-- The overlap of two valence-bond states, summed over all spin configurations. -/
def overlap : ℝ := ∑ s : Site n → Bool, state f s * state g s
```

The relation `Bond` contains the bonds of both patterns, and `Component` is the quotient of the sites by the equivalence that these bonds generate.

```lean
/-- The bonds of the two matchings, drawn on the same sites. -/
inductive Bond : Site n → Site n → Prop
  | left (b : Fin n) : Bond (.inl (f b)) (.inr b)
  | right (b : Fin n) : Bond (.inl (g b)) (.inr b)

/-- The connected pieces of the superposed bond patterns. -/
abbrev Component := Quot (Bond f g)
```

The definition `IsLoop` detects a closed loop by its A sites: all of them must be matched in both states. Since every B site always has both bonds, such a piece has no ends. The number c is `loops f g`.

```lean
/-- A piece is a closed loop if each of its A sites is matched in both states.
A doubled bond is included. -/
def IsLoop (C : Component f g) : Prop :=
  ∀ a, Quot.mk (Bond f g) (.inl a) = C → a ∈ Set.range f ∧ a ∈ Set.range g

/-- The number of closed loops in the superposed bond patterns. -/
def loops : ℕ := Nat.card {C : Component f g // IsLoop f g C}
```

These are spin functions alone. To carry the result over to electronic wavefunctions, one takes one electron in each of a set of orthonormal site orbitals, kept in a fixed order; overlapping orbitals would bring in further exchange terms.

## One piece that is not a loop

The complement of the image of f has (n+1) − n = 1 element, which is the unmatched site.

```lean
/-- A matching of the `n` B sites into the `n + 1` A sites leaves exactly one A site
unmatched. -/
theorem existsUnique_unmatched : ∃! a, a ∉ Set.range f := by
  have hc : ((Finset.univ.map f)ᶜ).card = 1 := by
    rw [Finset.card_compl, Finset.card_map]
    simp
  obtain ⟨a, ha⟩ := Finset.card_eq_one.mp hc
  have hm : ∀ x, x ∉ Set.range f ↔ x = a := by
    intro x
    rw [← Finset.mem_singleton, ← ha]
    simp
  exact ⟨a, (hm a).2 rfl, fun y hy => (hm y).1 hy⟩
```

The next proof is the counting argument above. The sets `S` and `T` hold the A and B sites of the piece containing `a`. The inclusion `h1` gives p ≤ q, `h2` gives q ≤ p − 1, and `omega` finds the contradiction.

```lean
/-- The unmatched site of one state and the unmatched site of the other lie in the same
connected piece. -/
theorem unmatched_connected {a a' : Fin (n + 1)} (ha : a ∉ Set.range f)
    (ha' : a' ∉ Set.range g) :
    Quot.mk (Bond f g) (.inl a) = Quot.mk (Bond f g) (.inl a') := by
  by_contra hne
  -- the A sites and the B sites in the piece of `a`
  let S : Finset (Fin (n + 1)) := Finset.univ.filter
    (fun x => Quot.mk (Bond f g) (.inl x) = Quot.mk (Bond f g) (.inl a))
  let T : Finset (Fin n) := Finset.univ.filter
    (fun b => Quot.mk (Bond f g) (.inr b) = Quot.mk (Bond f g) (.inl a))
  have h1 : S ⊆ T.image g := by
    intro x hx
    have hx' := (Finset.mem_filter.1 hx).2
    have hxg : x ∈ Set.range g := by
      by_contra hxg
      have e : x = a' := (existsUnique_unmatched g).unique hxg ha'
      rw [e] at hx'
      exact hne hx'.symm
    obtain ⟨b, rfl⟩ := hxg
    have hb := Quot.sound (Bond.right (f := f) (g := g) b)
    exact Finset.mem_image.2
      ⟨b, Finset.mem_filter.2 ⟨Finset.mem_univ _, hb.symm.trans hx'⟩, rfl⟩
  have h2 : T.image f ⊆ S.erase a := by
    intro x hx
    obtain ⟨b, hb, rfl⟩ := Finset.mem_image.1 hx
    have hs := Quot.sound (Bond.left (f := f) (g := g) b)
    exact Finset.mem_erase.2 ⟨fun h => ha ⟨b, h⟩,
      Finset.mem_filter.2 ⟨Finset.mem_univ _, hs.trans (Finset.mem_filter.1 hb).2⟩⟩
  -- `g` gives at least as many B sites as A sites, `f` gives fewer
  have c1 := (Finset.card_le_card h1).trans Finset.card_image_le
  have c2 := Finset.card_le_card h2
  rw [Finset.card_image_of_injective _ f.injective] at c2
  have haS : a ∈ S := Finset.mem_filter.2 ⟨Finset.mem_univ _, rfl⟩
  have c3 := Finset.card_erase_lt_of_mem haS
  omega
```

A piece that is not a loop contains an A site unmatched in f or in g, so it must be the piece just found. The theorem states that exactly one piece fails to be a loop; its shape as a path comes from the bond counts in the derivation by hand.

```lean
/-- Exactly one connected piece is not a closed loop. -/
theorem existsUnique_openPath : ∃! C : Component f g, ¬ IsLoop f g C := by
  obtain ⟨a, ha, _⟩ := existsUnique_unmatched f
  obtain ⟨a', ha', _⟩ := existsUnique_unmatched g
  refine ⟨Quot.mk _ (.inl a), fun h => ha (h a rfl).1, ?_⟩
  intro C hC
  by_contra hne
  apply hC
  intro x hx
  constructor
  · by_contra hxf
    exact hne (hx.symm.trans ((unmatched_connected f g hxf ha').trans
      (unmatched_connected f g ha ha').symm))
  · by_contra hxg
    exact hne (hx.symm.trans (unmatched_connected f g ha hxg).symm)
```

## The value of each term

`Compatible` collects the conditions for a surviving term.

```lean
/-- A configuration is compatible with both states if spins are antiparallel on every bond
and every site unmatched in either state carries α. -/
def Compatible (s : Site n → Bool) : Prop :=
  (∀ b, s (.inl (f b)) = !s (.inr b)) ∧ (∀ b, s (.inl (g b)) = !s (.inr b)) ∧
    ∀ a, (a ∉ Set.range f ∨ a ∉ Set.range g) → s (.inl a) = true
```

Two lemmas supply the squared singlet amplitude and the conditions under which an amplitude can be non-zero.

```lean
/-- The square of a singlet amplitude on antiparallel spins is one half. -/
theorem singlet_mul_self (z : Bool) : singlet (!z) z * singlet (!z) z = 1 / 2 := by
  have h : (1 / √2) * (1 / √2) = (1 : ℝ) / 2 := by
    rw [div_mul_div_comm, Real.mul_self_sqrt (by norm_num), one_mul]
  have h' : singlet (!z) z = 1 / √2 ∨ singlet (!z) z = -(1 / √2) := by
    cases z <;> simp [singlet]
  rcases h' with e | e <;> rw [e] <;> linear_combination h

/-- Where a valence-bond state has non-zero amplitude, its bonds are antiparallel and its
unmatched site carries α. -/
theorem state_ne_zero {s : Site n → Bool} (h : state f s ≠ 0) :
    (∀ b, s (.inl (f b)) = !s (.inr b)) ∧ ∀ a, a ∉ Set.range f → s (.inl a) = true := by
  have key : ∀ x y, singlet x y ≠ 0 → x = !y := by
    intro x y
    cases x <;> cases y <;> simp [singlet]
  unfold state at h
  refine ⟨fun b => key _ _ (Finset.prod_ne_zero_iff.mp (left_ne_zero_of_mul h) b
    (Finset.mem_univ b)), ?_⟩
  by_contra hn
  exact right_ne_zero_of_mul h (if_neg hn)
```

For a compatible configuration, the proof merges the two products over b. Rewriting with `hf b` and `hg b` makes the two singlet factors identical, so each pair gives 1/2. For any other configuration, a non-zero product would force compatibility, a contradiction.

```lean
/-- Each compatible configuration contributes `(1/2)^n` to the overlap, and every other
configuration contributes zero. -/
theorem state_mul_state (s : Site n → Bool) :
    state f s * state g s = if Compatible f g s then (1 / 2 : ℝ) ^ n else 0 := by
  by_cases h : Compatible f g s
  · rw [if_pos h]
    obtain ⟨hf, hg, hu⟩ := h
    unfold state
    rw [if_pos (fun a ha => hu a (Or.inl ha)), if_pos (fun a ha => hu a (Or.inr ha)),
      mul_one, mul_one, ← Finset.prod_mul_distrib]
    -- the signs agree bond by bond
    have hb : ∀ b ∈ (Finset.univ : Finset (Fin n)),
        singlet (s (.inl (f b))) (s (.inr b)) * singlet (s (.inl (g b))) (s (.inr b))
          = 1 / 2 := by
      intro b _
      rw [hf b, hg b, singlet_mul_self]
    rw [Finset.prod_congr rfl hb, Finset.prod_const, Finset.card_univ, Fintype.card_fin]
  · rw [if_neg h]
    by_contra hne
    have h1 := state_ne_zero f (left_ne_zero_of_mul hne)
    have h2 := state_ne_zero g (right_ne_zero_of_mul hne)
    exact h ⟨h1.1, h2.1, fun a ha => ha.elim (h1.2 a) (h2.2 a)⟩
```

## One free spin for each loop

`stagger` reverses the B spins, and `fill` extends a choice of spins on the loops by α on the remaining piece.

```lean
/-- Reverse all spins on the B sites. -/
def stagger (s : Site n → Bool) : Site n → Bool :=
  Sum.elim (fun a => s (.inl a)) (fun b => !s (.inr b))

/-- Extend a choice of spin on each closed loop by α on every piece that is not a closed loop. -/
def fill (h : {C : Component f g // IsLoop f g C} → Bool) (C : Component f g) : Bool :=
  if hC : IsLoop f g C then h ⟨C, hC⟩ else true
```

The equivalence `configEquiv` is the counting step. In one direction, the staggered configuration is constant along bonds, so `Quot.lift` turns it into a function on pieces, which is then restricted to the loops. In the other, the filled choice is staggered back into a configuration. The proof of `left_inv` uses the fact that an unmatched site fixes the spin of its whole piece.

```lean
/-- Compatible configurations correspond to free choices of one spin for each closed loop. -/
def configEquiv :
    {s : Site n → Bool // Compatible f g s} ≃ ({C : Component f g // IsLoop f g C} → Bool) where
  toFun s C := Quot.lift (stagger s.1)
    (by
      rintro _ _ (b | b)
      · exact s.2.1 b
      · exact s.2.2.1 b) C.1
  invFun h := ⟨stagger (fun x => fill f g h (Quot.mk _ x)), by
    refine ⟨fun b => ?_, fun b => ?_, fun a ha => ?_⟩
    · have e := Quot.sound (Bond.left (f := f) (g := g) b)
      exact (congrArg (fill f g h) e).trans (Bool.not_not _).symm
    · have e := Quot.sound (Bond.right (f := f) (g := g) b)
      exact (congrArg (fill f g h) e).trans (Bool.not_not _).symm
    · exact dif_neg (fun hC => ha.elim (fun k => k (hC a rfl).1) (fun k => k (hC a rfl).2))⟩
  left_inv := by
    rintro ⟨s, hs⟩
    have hl : ∀ x y, Bond f g x y → stagger s x = stagger s y := by
      rintro _ _ (b | b)
      · exact hs.1 b
      · exact hs.2.1 b
    have key : ∀ x, fill f g (fun C => Quot.lift (stagger s) hl C.1) (Quot.mk _ x)
        = stagger s x := by
      intro x
      by_cases hC : IsLoop f g (Quot.mk _ x)
      · exact dif_pos hC
      · refine (dif_neg hC).trans ?_
        -- an unmatched site fixes the spin of its whole piece
        by_contra hx
        apply hC
        intro a ha
        have e : s (.inl a) = stagger s x := congrArg (Quot.lift (stagger s) hl) ha
        constructor
        · by_contra k
          exact hx ((hs.2.2 a (Or.inl k)).symm.trans e)
        · by_contra k
          exact hx ((hs.2.2 a (Or.inr k)).symm.trans e)
    apply Subtype.ext
    funext x
    cases x with
    | inl a => exact key (.inl a)
    | inr b => exact (congrArg Bool.not (key (.inr b))).trans (Bool.not_not _)
  right_inv := by
    intro h
    funext ⟨C, hC⟩
    obtain ⟨x, rfl⟩ := Quot.exists_rep C
    cases x with
    | inl a => exact dif_pos hC
    | inr b => exact (Bool.not_not _).trans (dif_pos hC)
```

## The overlap and the norm

For any n, including n = 0, and any two matchings, the overlap is 2 to the power c − n. The exponent is an integer because subtraction of natural numbers in Lean stops at zero. The proof replaces each term by its value, keeps the compatible configurations, and counts them as 2^c through `configEquiv`.

```lean
/-- The overlap of two radical valence-bond states is `2^(c - n)`, where `c` is the number of
closed loops and `n` the number of singlets in each state. -/
theorem overlap_eq : overlap f g = (2 : ℝ) ^ ((loops f g : ℤ) - (n : ℤ)) := by
  have : Finite (Component f g) := Finite.of_surjective (Quot.mk _) Quot.exists_rep
  -- two spin choices for each closed loop
  have hc : (Finset.univ.filter (fun s => Compatible f g s)).card = 2 ^ loops f g := by
    rw [← Fintype.card_subtype, ← Nat.card_eq_fintype_card,
      Nat.card_congr (configEquiv f g), Nat.card_fun, Nat.card_eq_fintype_card (α := Bool),
      Fintype.card_bool, loops]
  unfold overlap
  rw [Finset.sum_congr rfl (fun s _ => state_mul_state f g s), ← Finset.sum_filter,
    Finset.sum_const, nsmul_eq_mul, hc, zpow_sub₀ two_ne_zero, zpow_natCast, zpow_natCast,
    one_div, inv_pow, div_eq_mul_inv]
  push_cast
  rfl
```

For a matching superposed on itself, the map `L` labels each piece by the B sites it contains. With it, the proof shows that the piece of each B site is a loop and that different B sites lie in different pieces. Every loop also contains a B site, so `F`, which sends each B site to its doubled bond, is a bijection onto the loops.

```lean
/-- A matching superposed on itself has `n` closed loops. -/
theorem loops_self : loops f f = n := by
  -- label each piece by the B sites it contains
  let L : Component f f → Set (Fin n) :=
    Quot.lift (Sum.elim (fun a => {b | f b = a}) (fun b => {b})) (by
      rintro _ _ (b | b) <;> (ext x; simp))
  have hL : ∀ a b, Quot.mk (Bond f f) (.inl a) = Quot.mk (Bond f f) (.inr b) →
      a ∈ Set.range f := by
    intro a b h
    have e : {b' | f b' = a} = ({b} : Set (Fin n)) := congrArg L h
    have hb : b ∈ {b' | f b' = a} := by
      rw [e]
      exact Set.mem_singleton b
    exact ⟨b, hb⟩
  let F : Fin n → {C : Component f f // IsLoop f f C} :=
    fun b => ⟨Quot.mk _ (.inr b), fun a h => ⟨hL a b h, hL a b h⟩⟩
  have hF : Function.Bijective F := by
    constructor
    · intro b b' h
      have e : ({b} : Set (Fin n)) = {b'} := congrArg (fun C => L C.1) h
      exact Set.singleton_injective e
    · rintro ⟨C, hC⟩
      obtain ⟨x, rfl⟩ := Quot.exists_rep C
      cases x with
      | inl a =>
        obtain ⟨b, rfl⟩ := (hC a rfl).1
        have e := Quot.sound (Bond.left (f := f) (g := f) b)
        exact ⟨b, Subtype.ext e.symm⟩
      | inr b => exact ⟨b, rfl⟩
  have h := Nat.card_congr (Equiv.ofBijective F hF)
  rw [Nat.card_eq_fintype_card, Fintype.card_fin] at h
  exact h.symm
```

Setting c = n in the overlap formula gives the norm, so the diagonal of S consists of ones.

```lean
/-- Every radical valence-bond state is normalised. -/
theorem overlap_self : overlap f f = 1 := by
  rw [overlap_eq, loops_self, sub_self, zpow_zero]

end

end RadicalValenceBond
```

```lean
#print axioms RadicalValenceBond.existsUnique_openPath
-- 'RadicalValenceBond.existsUnique_openPath' depends on axioms: [propext, Classical.choice, Quot.sound]
#print axioms RadicalValenceBond.overlap_eq
-- 'RadicalValenceBond.overlap_eq' depends on axioms: [propext, Classical.choice, Quot.sound]
#print axioms RadicalValenceBond.overlap_self
-- 'RadicalValenceBond.overlap_self' depends on axioms: [propext, Classical.choice, Quot.sound]
```
